# At a constant positive scattering rate, the probability 1 − e^(−Lh) of at least one event in a finite time h > 0 lies strictly between 0 and 1

For scattering at a constant rate L, the probability of at least one event during a time h is taken to be 1 − e^(−Lh), the formula for independent events at a fixed rate. The file adopts this expression as the definition of `scatterProb` and does not derive it from a random process. The theorem states that for real L > 0 and h > 0 this number is strictly greater than 0 and strictly less than 1. The attempt first seeks the two bounds e^(−Lh) < 1 and e^(−Lh) > 0, then unfolds the definition and leaves both inequalities to `linarith`.

The first attempt, which Lean rejects:

```lean
import Mathlib

open Filter Topology

namespace ScatterProbMem

noncomputable section

/-- Probability of at least one scattering event at rate `L` during a time `h`. -/
def scatterProb (L h : ℝ) : ℝ := 1 - Real.exp (-(L * h))

/-- For `L, h > 0` the scattering probability lies strictly between zero and one. -/
theorem scatterProb_mem {L h : ℝ} (hL : 0 < L) (hh : 0 < h) :
    0 < scatterProb L h ∧ scatterProb L h < 1 := by
  have h1 : Real.exp (-(L * h)) < 1 := Real.exp_lt_one (neg_lt_zero.2 (mul_pos hL hh))
  have h2 := Real.exp_pos (-(L * h))
  unfold scatterProb
  constructor <;> linarith

end

end ScatterProbMem
```

The error:

```
Main.lean:15:39: error(lean.unknownIdentifier): Unknown constant `Real.exp_lt_one`
```

Lean accepts the file once it reads:

```diff
@@ -13,5 +13,5 @@
 theorem scatterProb_mem {L h : ℝ} (hL : 0 < L) (hh : 0 < h) :
     0 < scatterProb L h ∧ scatterProb L h < 1 := by
-  have h1 : Real.exp (-(L * h)) < 1 := Real.exp_lt_one (neg_lt_zero.2 (mul_pos hL hh))
+  have h1 : Real.exp (-(L * h)) < 1 := Real.exp_lt_one_iff.2 (neg_lt_zero.2 (mul_pos hL hh))
   have h2 := Real.exp_pos (-(L * h))
   unfold scatterProb
```

Cause. The message says that Lean knows no constant called `Real.exp_lt_one` in the environment where the file was compiled. The failure is therefore one of name lookup: the term offered for `h1` refers to a lemma that is not there under that name. The mathematics of the step is sound, since L * h is positive, its negative is below zero, and the exponential of a negative number is less than 1.

The repair uses `Real.exp_lt_one_iff`, which states the same fact as an equivalence: the exponential of x is less than 1 exactly when x < 0. Because it is an equivalence and not an implication, it can't be applied directly to the proof of negativity. The added `.2` selects the direction from x < 0 to the bound on the exponential. The argument `neg_lt_zero.2 (mul_pos hL hh)` already proves `-(L * h) < 0`, so it is kept unchanged, and the rest of the proof needs no alteration.
